# The Hessian at zero magnetization is isotropic for a smooth, even energy function of the magnetization's length

The theorem `hessian_at_zero` concerns an energy E(m) = e(‖m‖) that depends only on the length of a magnetization vector m in a real, complete inner product space. The function e is assumed even and twice continuously differentiable. The claim is that the gradient of E is differentiable at m = 0, and that its derivative there, the Hessian, is e''(0) times the identity. The proof writes the gradient as (e'(‖m‖)/‖m‖) m, and bounds the error of its linear approximation by that of the first-order expansion of e' at zero, evaluated at ‖m‖.

Lean 4 with Mathlib refuses this proof:

```lean
import Mathlib

open Filter Topology InnerProductSpace

namespace HessianAtZero

noncomputable section

/-- The transverse (spin-flip) kernel `e'(r)/r` at magnetization length `r ≠ 0`. -/
def transverse (e : ℝ → ℝ) (r : ℝ) : ℝ := deriv e r / r

variable {V : Type*} [NormedAddCommGroup V] [InnerProductSpace ℝ V]

/-- The energy `E(m) = e(‖m‖)` of a magnetization vector `m`. -/
def energy (e : ℝ → ℝ) (m : V) : ℝ := e ‖m‖

/-- A twice continuously differentiable `e` has differentiable `e` and `e'`, and continuous `e''`. -/
theorem regularity {e : ℝ → ℝ} (hc : ContDiff ℝ 2 e) :
    Differentiable ℝ e ∧ Differentiable ℝ (deriv e) ∧ Continuous (deriv (deriv e)) := by
  have h2 : ContDiff ℝ (1 + 1) e := by rwa [one_add_one_eq_two]
  have h1 : ContDiff ℝ 1 (deriv e) := (contDiff_succ_iff_deriv.mp h2).2.2
  exact ⟨hc.differentiable (by norm_num), h1.differentiable (by norm_num),
    h1.continuous_deriv (by norm_num)⟩

/-- An even function that is differentiable at the origin has slope zero there. -/
theorem even_slope_zero {e : ℝ → ℝ} (hd : DifferentiableAt ℝ e 0)
    (he : ∀ x, e (-x) = e x) : HasDerivAt e 0 0 := by
  have h1 : (fun x => e (-x)) = e := funext he
  have h2 := deriv_comp_neg e 0
  rw [h1, neg_zero] at h2
  have h3 : deriv e 0 = 0 := by linarith
  have h4 := hd.hasDerivAt
  rwa [h3] at h4

/-- Away from the origin the length `‖m‖` has differential `v ↦ ⟪m, v⟫ / ‖m‖`. -/
theorem length_differential {m : V} (hm : m ≠ 0) :
    HasFDerivAt (fun x : V => ‖x‖) (‖m‖⁻¹ • innerSL ℝ m) m := by
  have hr : ‖m‖ ≠ 0 := norm_ne_zero_iff.mpr hm
  have h := (hasStrictFDerivAt_norm_sq m).hasFDerivAt.sqrt (pow_ne_zero 2 hr)
  simp only [Real.sqrt_sq (norm_nonneg _)] at h
  convert h using 1
  match_scalars
  field_simp

variable [CompleteSpace V]

/-- For even, twice continuously differentiable `e`, the gradient of `E` is `(e'(‖m‖)/‖m‖) m`
at `m ≠ 0` and zero at `m = 0`. -/
theorem energy_gradient {e : ℝ → ℝ} (hc : ContDiff ℝ 2 e) (he : ∀ x, e (-x) = e x) (m : V) :
    HasGradientAt (energy e) (transverse e ‖m‖ • m) m := by
  obtain ⟨hd, -, -⟩ := regularity hc
  rw [hasGradientAt_iff_hasFDerivAt]
  by_cases hm : m = 0
  · -- at the origin the slope of `e` vanishes
    subst hm
    have h := (hasDerivAt_iff_isLittleO_nhds_zero.mp (even_slope_zero (hd 0) he)).comp_tendsto
      (tendsto_norm_zero (E := V))
    rw [hasFDerivAt_iff_isLittleO_nhds_zero]
    refine Asymptotics.IsLittleO.of_norm_right ?_
    simpa [energy, Function.comp_def] using h
  · have h := (hd ‖m‖).hasDerivAt.comp_hasFDerivAt m (length_differential hm)
    have hL : toDual ℝ V (transverse e ‖m‖ • m) =
        deriv e ‖m‖ • (‖m‖⁻¹ • innerSL ℝ m) := by
      ext v
      simp [transverse, div_eq_mul_inv, mul_assoc]
    rw [hL]
    exact h

/-- For even, twice continuously differentiable `e`, the gradient of `E` is differentiable at
`m = 0`, and the Hessian there is `e''(0)` times the identity. -/
theorem hessian_at_zero {e : ℝ → ℝ} (hc : ContDiff ℝ 2 e) (he : ∀ x, e (-x) = e x) :
    HasFDerivAt (gradient (energy e))
      (deriv (deriv e) 0 • ContinuousLinearMap.id ℝ V) (0 : V) := by
  obtain ⟨hd, hd2, -⟩ := regularity hc
  have h0 : deriv e 0 = 0 := (even_slope_zero (hd 0) he).deriv
  have hg : gradient (energy e) = fun x : V => transverse e ‖x‖ • x :=
    funext fun x => (energy_gradient hc he x).gradient
  -- first-order expansion of `e'`, evaluated at the length of the magnetization
  have h3 : (fun h : V => deriv e ‖h‖ - ‖h‖ * deriv (deriv e) 0) =o[𝓝 0] (fun h : V => h) := by
    have h := (hasDerivAt_iff_isLittleO_nhds_zero.mp (hd2 0).hasDerivAt).comp_tendsto
      (tendsto_norm_zero (E := V))
    simpa [Function.comp_def, h0] using h
  rw [hg, hasFDerivAt_iff_isLittleO_nhds_zero]
  refine (Asymptotics.IsBigO.of_bound 1 (Eventually.of_forall fun h => ?_)).trans_isLittleO h3
  by_cases hh : h = 0
  · subst hh
    simp
  · have hr : ‖h‖ ≠ 0 := norm_ne_zero_iff.mpr hh
    have h4 : deriv e ‖h‖ - ‖h‖ * deriv (deriv e) 0 =
        (transverse e ‖h‖ - deriv (deriv e) 0) * ‖h‖ := by
      simp only [transverse]
      field_simp
    have h5 : transverse e ‖0 + h‖ • (0 + h) - transverse e ‖(0 : V)‖ • (0 : V) -
        (deriv (deriv e) 0 • ContinuousLinearMap.id ℝ V) h =
        (transverse e ‖h‖ - deriv (deriv e) 0) • h := by
      simp [sub_smul]
    exact le_of_eq (by rw [h5, h4, norm_smul, norm_mul, norm_norm, one_mul])

end

end HessianAtZero
```

The error:

```
Main.lean:82:4: error: Type mismatch: After simplification, term
  h
 has type
  Asymptotics.IsLittleO.{u_1, 0, 0} (𝓝 0) (fun x => deriv e ‖x‖ - ‖x‖ * deriv (deriv e) 0) fun a => ‖a‖
but is expected to have type
  Asymptotics.IsLittleO.{u_1, 0, u_1} (𝓝 0) (fun h => deriv e ‖h‖ - ‖h‖ * deriv (deriv e) 0) fun h => h
```

After these edits no error is left:

```diff
@@ -80,4 +80,5 @@
     have h := (hasDerivAt_iff_isLittleO_nhds_zero.mp (hd2 0).hasDerivAt).comp_tendsto
       (tendsto_norm_zero (E := V))
+    refine Asymptotics.IsLittleO.of_norm_right ?_
     simpa [Function.comp_def, h0] using h
   rw [hg, hasFDerivAt_iff_isLittleO_nhds_zero]
```

What went wrong. The error is in the proof of `h3`, which says that e'(‖h‖) − ‖h‖ e''(0) is little-o of the vector `h`. The expansion of `deriv e` at zero is a statement about a real increment, and `comp_tendsto` replaces that increment by the norm of a vector. The resulting estimate is therefore little-o of the real number `‖a‖`, while the goal compares with the vector `h` itself. The left-hand sides in the message agree, and only the comparison functions differ.

The two statements are equivalent, since little-o depends only on the norm of the comparison function, but they are not the same expression. Here the simplification done by `simpa` left the norm in place, so the types did not match.

The added line applies `Asymptotics.IsLittleO.of_norm_right`, which reduces the goal to the same estimate with `‖h‖` on the right. That is the form the composed expansion has, and the unchanged `simpa` then closes the goal.
